# Mixing m trial functions gives projectors dual to m partial waves exactly when their overlap matrix is invertible

In the projector augmented-wave (PAW) method, a smooth wave function is expanded near an atom in smooth partial waves $\phi_j$, with coefficients read off by projectors $p_i$ that should satisfy $\langle p_i|\phi_j\rangle=\delta_{ij}$. Given as many trial functions as partial waves, when can linear combinations of the trial functions meet this condition, and how much freedom is left in choosing them?

```lean
import Mathlib

open Matrix

namespace BiorthogonalProjectors

variable {n m : Type*} [Fintype n] [Fintype m] [DecidableEq m]

/-- The matrix of overlaps between the trial projector functions (columns of `F`)
and the smooth partial waves (columns of `Φ`). -/
def overlap (F Φ : Matrix n m ℂ) : Matrix m m ℂ := Fᴴ * Φ

/-- The projectors (columns of `P`) are biorthogonal to the smooth partial waves
(columns of `Φ`). -/
def IsDual (P Φ : Matrix n m ℂ) : Prop := Pᴴ * Φ = 1

/-- Combinations `F N` of the trial functions are biorthogonal to the partial waves exactly
when `Nᴴ` is a left inverse of the overlap matrix. -/
theorem isDual_mul_iff (F Φ : Matrix n m ℂ) (N : Matrix m m ℂ) :
    IsDual (F * N) Φ ↔ Nᴴ * overlap F Φ = 1 := by
  unfold IsDual overlap
  rw [Matrix.conjTranspose_mul, Matrix.mul_assoc]

/-- The combinations `F N` are biorthogonal to the partial waves exactly when the overlap
matrix is invertible and `Nᴴ` is its inverse. -/
theorem isDual_mul_iff_inv (F Φ : Matrix n m ℂ) (N : Matrix m m ℂ) :
    IsDual (F * N) Φ ↔ IsUnit (overlap F Φ) ∧ Nᴴ = (overlap F Φ)⁻¹ := by
  rw [isDual_mul_iff]
  constructor
  · intro h
    -- a left inverse of a square matrix is also a right inverse
    exact ⟨⟨⟨overlap F Φ, Nᴴ, mul_eq_one_comm.1 h, h⟩, rfl⟩,
      (Matrix.inv_eq_left_inv h).symm⟩
  · rintro ⟨hS, hN⟩
    rw [hN]
    exact Matrix.nonsing_inv_mul _ ((Matrix.isUnit_iff_isUnit_det _).1 hS)

/-- Biorthogonal projectors can be built from the trial functions if and only if the overlap
matrix is invertible; the coefficients `N` are then unique, and `Nᴴ` is the inverse overlap. -/
theorem exists_dual_iff_and_unique (F Φ : Matrix n m ℂ) :
    ((∃ N : Matrix m m ℂ, IsDual (F * N) Φ) ↔ IsUnit (overlap F Φ)) ∧
    ∀ N : Matrix m m ℂ, IsDual (F * N) Φ →
      Nᴴ = (overlap F Φ)⁻¹ ∧ ∀ N' : Matrix m m ℂ, IsDual (F * N') Φ → N' = N := by
  refine ⟨⟨?_, ?_⟩, ?_⟩
  · rintro ⟨N, hN⟩
    exact ((isDual_mul_iff_inv F Φ N).1 hN).1
  · intro hS
    exact ⟨((overlap F Φ)⁻¹)ᴴ, (isDual_mul_iff_inv F Φ _).2
      ⟨hS, Matrix.conjTranspose_conjTranspose _⟩⟩
  · intro N hN
    have h := ((isDual_mul_iff_inv F Φ N).1 hN).2
    refine ⟨h, fun N' hN' => ?_⟩
    have h' := ((isDual_mul_iff_inv F Φ N').1 hN').2
    exact Matrix.conjTranspose_injective (h'.trans h.symm)

/-- Biorthogonal projectors cannot be built from the trial functions exactly when some nonzero
coefficient vector `c` gives a combination of partial waves orthogonal to every trial function. -/
theorem not_exists_dual_iff (F Φ : Matrix n m ℂ) :
    (¬ ∃ N : Matrix m m ℂ, IsDual (F * N) Φ) ↔
      ∃ c : m → ℂ, c ≠ 0 ∧ Fᴴ *ᵥ (Φ *ᵥ c) = 0 := by
  rw [(exists_dual_iff_and_unique F Φ).1, Matrix.isUnit_iff_isUnit_det,
    isUnit_iff_ne_zero, not_ne_iff, ← Matrix.exists_mulVec_eq_zero_iff]
  simp only [overlap, Matrix.mulVec_mulVec]

/-- Biorthogonal projectors can be built from the mixed trial functions `F A` exactly when `A` is
invertible and they can be built from the original trial functions `F`. -/
theorem exists_dual_mixed_iff (F Φ : Matrix n m ℂ) (A : Matrix m m ℂ) :
    (∃ N : Matrix m m ℂ, IsDual (F * A * N) Φ) ↔
      IsUnit A ∧ ∃ N : Matrix m m ℂ, IsDual (F * N) Φ := by
  have h : overlap (F * A) Φ = Aᴴ * overlap F Φ := by
    unfold overlap
    rw [Matrix.conjTranspose_mul, Matrix.mul_assoc]
  rw [(exists_dual_iff_and_unique (F * A) Φ).1, (exists_dual_iff_and_unique F Φ).1, h]
  simp only [Matrix.isUnit_iff_isUnit_det, Matrix.det_mul, Matrix.det_conjTranspose,
    isUnit_iff_ne_zero, mul_ne_zero_iff, star_ne_zero]

/-- Biorthogonal projectors built from the trial functions `F` and from their mixtures `F A`
are the same functions. -/
theorem dual_mixed_eq (F Φ : Matrix n m ℂ) (A N N' : Matrix m m ℂ)
    (hN : IsDual (F * N) Φ) (hN' : IsDual (F * A * N') Φ) :
    F * A * N' = F * N := by
  rw [Matrix.mul_assoc] at hN' ⊢
  -- both coefficient matrices refer to the same trial functions `F`
  rw [((exists_dual_iff_and_unique F Φ).2 N hN).2 (A * N') hN']

/-- For a single channel, the rescaled trial function `c f` has unit overlap with the partial
wave `φ` exactly when `⟨φ|f⟩` is nonzero and `c` is its reciprocal. -/
theorem single_channel_iff (f φ : n → ℂ) (c : ℂ) :
    star (c • f) ⬝ᵥ φ = 1 ↔ star φ ⬝ᵥ f ≠ 0 ∧ c = (star φ ⬝ᵥ f)⁻¹ := by
  have h : star (c • f) ⬝ᵥ φ = star (c * (star φ ⬝ᵥ f)) := by
    rw [Matrix.star_dotProduct, dotProduct_smul, smul_eq_mul]
  rw [h, star_eq_iff_star_eq, star_one]
  constructor
  · intro h1
    have h0 : star φ ⬝ᵥ f ≠ 0 := by
      intro hz
      rw [hz, mul_zero] at h1
      exact one_ne_zero h1
    exact ⟨h0, eq_inv_of_mul_eq_one_left h1.symm⟩
  · rintro ⟨h0, hc⟩
    rw [hc, inv_mul_cancel₀ h0]

/-- An explicit example in a three-dimensional basis: two trial functions, mixed with the given
complex coefficients, become biorthogonal to two non-orthogonal partial waves. -/
theorem isDual_witness :
    IsDual ((!![1, Complex.I; 0, 1; 0, 0] : Matrix (Fin 3) (Fin 2) ℂ) *
      (!![1, -Complex.I; 0, 1] : Matrix (Fin 2) (Fin 2) ℂ))
      (!![1, 0; 0, 1; 1, 1] : Matrix (Fin 3) (Fin 2) ℂ) := by
  unfold IsDual
  ext i j
  fin_cases i <;> fin_cases j <;>
    simp [Matrix.mul_apply, Fin.sum_univ_succ]

/-- A normalised trial function and a normalised partial wave such that no multiple of the trial
function is a projector biorthogonal to the partial wave. -/
theorem normalised_not_sufficient :
    let F : Matrix (Fin 2) (Fin 1) ℂ := !![1; 0]
    let Φ : Matrix (Fin 2) (Fin 1) ℂ := !![0; 1]
    Fᴴ * F = 1 ∧ Φᴴ * Φ = 1 ∧ ¬ ∃ N : Matrix (Fin 1) (Fin 1) ℂ, IsDual (F * N) Φ := by
  intro F Φ
  refine ⟨?_, ?_, ?_⟩
  · ext i j
    fin_cases i
    fin_cases j
    simp [F, Matrix.mul_apply, Fin.sum_univ_succ]
  · ext i j
    fin_cases i
    fin_cases j
    simp [Φ, Matrix.mul_apply, Fin.sum_univ_succ]
  · rintro ⟨N, hN⟩
    -- the single overlap vanishes
    have hS : overlap F Φ = 0 := by
      ext i j
      fin_cases i
      fin_cases j
      simp [overlap, F, Φ, Matrix.mul_apply, Fin.sum_univ_succ]
    rw [isDual_mul_iff, hS, Matrix.mul_zero] at hN
    have h := congrFun (congrFun hN 0) 0
    simp at h

end BiorthogonalProjectors
```

```lean
#print axioms BiorthogonalProjectors.isDual_mul_iff
#print axioms BiorthogonalProjectors.not_exists_dual_iff
#print axioms BiorthogonalProjectors.single_channel_iff
#print axioms BiorthogonalProjectors.normalised_not_sufficient
```

```
'BiorthogonalProjectors.isDual_mul_iff' depends on axioms: [propext, Classical.choice, Quot.sound]
'BiorthogonalProjectors.not_exists_dual_iff' depends on axioms: [propext, Classical.choice, Quot.sound]
'BiorthogonalProjectors.single_channel_iff' depends on axioms: [propext, Classical.choice, Quot.sound]
'BiorthogonalProjectors.normalised_not_sufficient' depends on axioms: [propext, Classical.choice, Quot.sound]
```

## Functions as columns, duality as a matrix equation

The finite type `n` labels an orthonormal basis and the finite type `m` labels the channels. The columns of `F` are the trial functions $f_k$, and the columns of `Φ` are the partial waves $\phi_j$, both given by their complex expansion coefficients. Since the basis is orthonormal, inner products are plain sums, conjugate-linear in the first argument, and `overlap F Φ` is the matrix

$$S=F^\dagger\Phi,\qquad S_{kj}=\langle f_k|\phi_j\rangle .$$

A square matrix $N$ mixes the trial functions into candidate projectors, the columns of $P=FN$:

$$p_i=\sum_k f_k N_{ki}.$$

The predicate `IsDual P Φ` says $P^\dagger\Phi=1$, which is $\langle p_i|\phi_j\rangle=\delta_{ij}$ written for all channels at once. It doesn't ask the partial waves to be orthogonal or normalised.

The main theorem, `exists_dual_iff_and_unique`, says that some $N$ makes $FN$ dual to $\Phi$ if and only if $S$ is invertible (`IsUnit`). Any such $N$ satisfies $N^\dagger=S^{-1}$, and every other solution equals it.

For projectors of PAW or ultrasoft type, represented in a finite orthonormal basis, this reduces the question of whether a set of trial functions can yield dual projectors to a test on one small matrix. The test is exact and says nothing about conditioning: a nearly singular $S$ passes, although $N$ may then have very large entries. The model also leaves out how the functions are generated and their confinement to an augmentation sphere.

## Why the coefficients are an inverse overlap

Insert the mixed functions into the duality condition. The coefficients come out of the left argument conjugated:

$$\langle p_i|\phi_j\rangle=\sum_k N_{ki}^*\langle f_k|\phi_j\rangle=(N^\dagger S)_{ij}.$$

Duality is therefore the equation $N^\dagger S=1$. This is `isDual_mul_iff`, proved by rewriting $(FN)^\dagger=N^\dagger F^\dagger$ and moving the brackets.

So $N^\dagger$ is a left inverse of $S$, and because $S$ is square it is also a right inverse. To see this, suppose $Sc=0$. Then $c=N^\dagger Sc=0$, so $S$ is injective, and an injective linear map of $\mathbb{C}^m$ to itself is surjective. Any vector $b$ can thus be written $b=Sc$, and

$$SN^\dagger b=SN^\dagger Sc=Sc=b .$$

Hence $SN^\dagger=1$, $S$ is invertible and $N^\dagger=S^{-1}$. Conversely, if $S$ is invertible and $N^\dagger=S^{-1}$, then $N^\dagger S=1$.

The theorem `isDual_mul_iff_inv` records this equivalence. Its forward half uses `mul_eq_one_comm` for the passage from left to right inverse, and its backward half uses `Matrix.nonsing_inv_mul`. Lean assigns the zero matrix as the inverse of a singular matrix, so the clause `IsUnit (overlap F Φ)` is what keeps $N=0$ from counting as a solution when $S$ is singular.

The main theorem follows. For existence, the proof supplies $N=(S^{-1})^\dagger$. For uniqueness, two solutions $N$ and $N'$ have $N^\dagger=S^{-1}=N'^\dagger$, and taking adjoints gives $N=N'$; this last step is `Matrix.conjTranspose_injective`.

## What a singular overlap means, and what mixing can change

A square matrix is singular exactly when it sends some nonzero vector to zero. Applied to $S$, this gives `not_exists_dual_iff`: the construction fails exactly when there are coefficients $c\neq0$ with

$$F^\dagger(\Phi c)=0 .$$

The combination $\Phi c$ of partial waves is then orthogonal to every trial function. If the partial waves are linearly dependent, $c$ can be chosen so that this combination is the zero function. The Lean proof goes through the determinant, using `Matrix.exists_mulVec_eq_zero_iff`.

Suppose the trial functions are first mixed by a square matrix $A$. The new overlap is $(FA)^\dagger\Phi=A^\dagger S$, with determinant

$$\det(A^\dagger S)=(\det A)^*\det S .$$

This is nonzero exactly when both factors are, which is the content of `exists_dual_mixed_iff`. Remixing the trial functions therefore never rescues a singular overlap.

When both constructions succeed, `dual_mixed_eq` shows that they give the same projectors. If $FAN'$ is dual to $\Phi$, then $AN'$ is a coefficient matrix for the original $F$, so uniqueness gives $AN'=N$ and hence $FAN'=FN$.

For one channel, `single_channel_iff` treats the functions as vectors $f$ and $\phi$ with a scalar coefficient $c$. Here

$$\langle cf|\phi\rangle=c^*\langle f|\phi\rangle=\bigl(c\,\langle\phi|f\rangle\bigr)^* .$$

This equals $1$ exactly when $c\,\langle\phi|f\rangle=1$, that is, when $\langle\phi|f\rangle\neq0$ and $c=1/\langle\phi|f\rangle$. The proof establishes the displayed identity first and then solves the scalar equation.

Normalising both functions does not guarantee a nonzero overlap. In `normalised_not_sufficient`, the trial function is $(1,0)^T$ and the partial wave is $(0,1)^T$. Both have unit norm, but $S=0$, so duality would require $0=1$. The proof computes the three products entry by entry and reads off this contradiction.

## Two complex channels worked through

The functions in `isDual_witness` are

$$F=\begin{pmatrix}1&i\\0&1\\0&0\end{pmatrix},\qquad
\Phi=\begin{pmatrix}1&0\\0&1\\1&1\end{pmatrix}.$$

Their overlap matrix and its inverse are

$$S=F^\dagger\Phi=\begin{pmatrix}1&0\\-i&1\end{pmatrix},\qquad
S^{-1}=\begin{pmatrix}1&0\\i&1\end{pmatrix}.$$

Taking the adjoint of the inverse gives the coefficients, and multiplying by $F$ gives the projectors:

$$N=\begin{pmatrix}1&-i\\0&1\end{pmatrix},\qquad
FN=\begin{pmatrix}1&0\\0&1\\0&0\end{pmatrix}.$$

The product $(FN)^\dagger\Phi$ picks out the first two rows of $\Phi$, which form the identity. Lean checks the same four entries, with `fin_cases` running over the indices and `simp` evaluating the sums.

Each partial wave here has norm $\sqrt2$, and their mutual inner product is $1$. After normalisation they are $\phi_j/\sqrt2$, with mutual inner product $1/2$, and the dual projectors become $\sqrt2\,p_i$. With the original trial functions kept, the coefficient matrix becomes $\sqrt2\,N$.

## Allowing more trial functions than partial waves

The file uses the same index type `m` for trial functions and partial waves, which makes $S$ square. Another model would take $q$ trial functions for $m$ partial waves, so that $S$ and $N$ are both $q\times m$ matrices. The duality condition would still read $N^\dagger S=1$, but it would be solvable exactly when the columns of $S$ are linearly independent.

For $q>m\geq1$, a solution $N$ would no longer be unique: any matrix $Z$ with $Z^\dagger S=0$ could be added to it, and nonzero choices of $Z$ exist. A further criterion, such as the smallest coefficients, would then be needed to select one set.
